# A positive quadratic penalty makes fitted point charges unique and bounds their Euclidean length

Take one charge $q$ and one sample point, where the charge produces the potential $sq$ and the target is $b$. Minimising $(sq-b)^2+\lambda q^2$ with $\lambda>0$ gives

$$q=\frac{sb}{s^2+\lambda},\qquad |sq-b|=\frac{\lambda|b|}{s^2+\lambda}.$$

Since $s^2+\lambda\ge 2|s|\sqrt\lambda$, we have $|q|\le|b|/(2\sqrt\lambda)$ however weak the coupling $s$. As $\lambda$ grows, $|q|$ cannot grow and the residual cannot shrink. For any finite number of charges and sample points, the same bound and the same two trends hold for the Euclidean lengths of the charge, target and residual vectors. A single charge, or the residual at a single sample point, need not follow the trends.

## Charges, potentials and the penalty

The index type `n` labels the charges and `m` the sample points. The real matrix $A$ maps charges to potentials.

```lean
import Mathlib

open Matrix

namespace RegularisedChargeFit

noncomputable section

variable {m n : Type*} [Fintype m] [Fintype n] [DecidableEq n]
```

Write $\|v\|=\sqrt{v\cdot v}$. This is defined by hand as `len`, because Mathlib's norm on `n → ℝ` is the largest absolute component.

```lean
/-- The Euclidean length of a real vector of charges or potentials. -/
def len {ι : Type*} [Fintype ι] (v : ι → ℝ) : ℝ := √(v ⬝ᵥ v)
```

Setting the gradient of $\|Aq-b\|^2+\lambda\|q\|^2$ to zero gives $(A^TA+\lambda I)q=A^Tb$. The matrix on the left is `normalMatrix`, with `lam` for $\lambda$.

```lean
/-- The matrix `AᵀA + lam I` of the regularised normal equations. -/
def normalMatrix (A : Matrix m n ℝ) (lam : ℝ) : Matrix n n ℝ :=
  Aᵀ * A + lam • (1 : Matrix n n ℝ)
```

The fitted charges are defined by the explicit solution, and their minimality is proved below.

```lean
/-- The fitted charges `(AᵀA + lam I)⁻¹ Aᵀ b`, for a penalty `lam > 0`. -/
def fittedCharges (A : Matrix m n ℝ) (b : m → ℝ) (lam : ℝ) : n → ℝ :=
  (normalMatrix A lam)⁻¹ *ᵥ (Aᵀ *ᵥ b)

/-- The squared error of the potential at the sample points plus `lam` times the
squared length of the charge vector. -/
def penalisedMisfit (A : Matrix m n ℝ) (b : m → ℝ) (lam : ℝ) (q : n → ℝ) : ℝ :=
  len (A *ᵥ q - b) ^ 2 + lam * len q ^ 2
```

The penalty expresses a preference for small charges, equally weighted; its strength $\lambda$ is an input here. In embedding calculations $b$ could be the Ewald potential of a crystal minus the potential of the ions that the quantum cluster replaces and of any point charges held fixed. The results then apply to a linear fit with fixed target and no constraint on the total charge. Here $b$ is any real vector, and no Ewald sum is evaluated.

## The normal equations have exactly one solution

Two identities carry the algebra: $\|v\|^2=v\cdot v$ and $x\cdot(A^Ty)=(Ax)\cdot y$.

```lean
/-- The squared length of a vector is its dot product with itself. -/
theorem len_sq {ι : Type*} [Fintype ι] (v : ι → ℝ) : len v ^ 2 = v ⬝ᵥ v :=
  Real.sq_sqrt (Finset.sum_nonneg fun i _ => mul_self_nonneg (v i))

omit [DecidableEq n] in
/-- Pairing charges with back-projected potentials equals pairing the potentials
of those charges with the given potentials. -/
theorem dot_transpose (A : Matrix m n ℝ) (x : n → ℝ) (y : m → ℝ) :
    x ⬝ᵥ (Aᵀ *ᵥ y) = (A *ᵥ x) ⬝ᵥ y := by
  rw [Matrix.dotProduct_mulVec, Matrix.vecMul_transpose]
```

The normal matrix acts as $v\mapsto A^T(Av)+\lambda v$.

```lean
/-- The normal matrix acts on charges by mapping to potentials and back, and adding
`lam` times the charges. -/
theorem normalMatrix_mulVec (A : Matrix m n ℝ) (lam : ℝ) (v : n → ℝ) :
    normalMatrix A lam *ᵥ v = Aᵀ *ᵥ (A *ᵥ v) + lam • v := by
  rw [normalMatrix, Matrix.add_mulVec, Matrix.smul_mulVec, Matrix.one_mulVec,
    Matrix.mulVec_mulVec]
```

If it were singular, some $v\ne0$ would satisfy $A^TAv+\lambda v=0$. Taking the dot product with $v$ gives

$$\|Av\|^2+\lambda\|v\|^2=0,$$

which is impossible because $\lambda\|v\|^2>0$. The rank of $A$ plays no part.

```lean
/-- For a positive penalty the normal matrix is non-singular, whatever the rank of `A`. -/
theorem normalMatrix_det_ne_zero (A : Matrix m n ℝ) {lam : ℝ} (hlam : 0 < lam) :
    (normalMatrix A lam).det ≠ 0 := by
  intro h
  obtain ⟨v, hv, h0⟩ := Matrix.exists_mulVec_eq_zero_iff.mpr h
  rw [normalMatrix_mulVec] at h0
  -- contract the null-vector equation with the null vector itself
  have h1 := congrArg (fun w => v ⬝ᵥ w) h0
  simp only [dotProduct_add, dotProduct_smul, dot_transpose, dotProduct_zero,
    smul_eq_mul, ← len_sq] at h1
  have hpos : 0 < len v ^ 2 := (sq_nonneg (len v)).lt_of_ne' (by
    rw [len_sq]
    exact fun h => hv (dotProduct_self_eq_zero.mp h))
  linarith [mul_pos hlam hpos, sq_nonneg (len (A *ᵥ v))]
```

The inverse is therefore genuine, and multiplying by it, or by the matrix, passes between the two forms of the equation.

```lean
/-- For a positive penalty, a charge vector solves the regularised normal equations
exactly when it is the vector of fitted charges. -/
theorem normal_equation_iff (A : Matrix m n ℝ) (b : m → ℝ) {lam : ℝ} (hlam : 0 < lam)
    (p : n → ℝ) :
    Aᵀ *ᵥ (A *ᵥ p) + lam • p = Aᵀ *ᵥ b ↔ p = fittedCharges A b lam := by
  have hu : IsUnit (normalMatrix A lam).det :=
    isUnit_iff_ne_zero.mpr (normalMatrix_det_ne_zero A hlam)
  rw [← normalMatrix_mulVec]
  constructor
  · intro h
    rw [fittedCharges, ← h, Matrix.mulVec_mulVec, Matrix.nonsing_inv_mul _ hu,
      Matrix.one_mulVec]
  · rintro rfl
    rw [fittedCharges, Matrix.mulVec_mulVec, Matrix.mul_nonsing_inv _ hu,
      Matrix.one_mulVec]
```

## The excess misfit is a sum of squares

Let $q$ be the fitted charges, $F$ the penalised misfit and $p=q+d$. Expanding,

$$F(p)=F(q)+2\,\bigl[(Ad)\cdot(Aq-b)+\lambda\,d\cdot q\bigr]+\|Ad\|^2+\lambda\|d\|^2.$$

The bracket equals $d\cdot(A^TAq+\lambda q-A^Tb)$, which vanishes by the normal equations.

The proof turns on `congrArg (fun w => d ⬝ᵥ w) hn`, which applies "dot with $d$" to both sides of a vector equation. After `simp only` has distributed the products and moved $A^T$ across with `dot_transpose`, a scalar equation remains. `linear_combination` then adds twice that equation and checks the rest as polynomial algebra. It treats each dot product as an unknown, so $d\cdot q$ and $q\cdot d$ must be identified explicitly by `dotProduct_comm`. The same contraction is made with $v$ in the singularity argument and with $q$ in the bound below.

```lean
/-- The penalised misfit of any charges `p` exceeds that of the fitted charges by an
explicit sum of squares in their difference. -/
theorem penalisedMisfit_excess (A : Matrix m n ℝ) (b : m → ℝ) {lam : ℝ} (hlam : 0 < lam)
    (p : n → ℝ) :
    penalisedMisfit A b lam p = penalisedMisfit A b lam (fittedCharges A b lam)
      + len (A *ᵥ (p - fittedCharges A b lam)) ^ 2
      + lam * len (p - fittedCharges A b lam) ^ 2 := by
  have hn := (normal_equation_iff A b hlam (fittedCharges A b lam)).mpr rfl
  generalize fittedCharges A b lam = q at hn ⊢
  obtain ⟨d, rfl⟩ : ∃ d, p = q + d := ⟨p - q, by abel⟩
  -- the term linear in the displacement d vanishes by the normal equations
  have h1 := congrArg (fun w => d ⬝ᵥ w) hn
  simp only [dotProduct_add, dotProduct_smul, dot_transpose, smul_eq_mul] at h1
  simp only [penalisedMisfit, len_sq, add_sub_cancel_left, Matrix.mulVec_add,
    add_dotProduct, dotProduct_add, sub_dotProduct, dotProduct_sub]
  linear_combination 2 * h1 + dotProduct_comm (A *ᵥ q) (A *ᵥ d)
    - dotProduct_comm b (A *ᵥ d) + lam * dotProduct_comm q d
```

If $p\ne q$, then $\lambda\|d\|^2>0$, so $F(p)>F(q)$.

```lean
/-- The fitted charges are the unique minimiser: any other charge vector has a strictly
larger penalised misfit. -/
theorem fittedCharges_unique_minimiser (A : Matrix m n ℝ) (b : m → ℝ) {lam : ℝ}
    (hlam : 0 < lam) {p : n → ℝ} (hp : p ≠ fittedCharges A b lam) :
    penalisedMisfit A b lam (fittedCharges A b lam) < penalisedMisfit A b lam p := by
  have hpos : 0 < len (p - fittedCharges A b lam) ^ 2 := (sq_nonneg _).lt_of_ne' (by
    rw [len_sq]
    exact fun h => sub_ne_zero.mpr hp (dotProduct_self_eq_zero.mp h))
  rw [penalisedMisfit_excess A b hlam p]
  linarith [mul_pos hlam hpos, sq_nonneg (len (A *ᵥ (p - fittedCharges A b lam)))]
```

## A bound independent of the coupling matrix

Contracting the normal equations with $q$ gives $\|Aq\|^2+\lambda\|q\|^2=(Aq)\cdot b$. Hence

$$0\le\|2Aq-b\|^2=4\|Aq\|^2-4(Aq)\cdot b+\|b\|^2=\|b\|^2-4\lambda\|q\|^2,$$

and so $\|q\|\le\|b\|/(2\sqrt\lambda)$. Lean writes $2Aq$ as a sum of two equal terms and takes the square root at the end with `sq_le_sq₀`.

```lean
/-- The length of the fitted charge vector is at most the length of the target potential
divided by `2 √lam`, independently of `A`. -/
theorem len_fittedCharges_le (A : Matrix m n ℝ) (b : m → ℝ) {lam : ℝ} (hlam : 0 < lam) :
    len (fittedCharges A b lam) ≤ len b / (2 * √lam) := by
  have hn := (normal_equation_iff A b hlam (fittedCharges A b lam)).mpr rfl
  generalize fittedCharges A b lam = q at hn ⊢
  have h1 := congrArg (fun w => q ⬝ᵥ w) hn
  simp only [dotProduct_add, dotProduct_smul, dot_transpose, smul_eq_mul] at h1
  -- the square of 2Aq - b is non-negative
  have h2 := sq_nonneg (len (A *ᵥ q + A *ᵥ q - b))
  simp only [len_sq, add_dotProduct, dotProduct_add, sub_dotProduct, dotProduct_sub] at h2
  have h3 := dotProduct_comm b (A *ᵥ q)
  have hs : 0 < √lam := Real.sqrt_pos.mpr hlam
  rw [le_div_iff₀ (by positivity)]
  have h4 : (len q * (2 * √lam)) ^ 2 ≤ len b ^ 2 := by
    rw [mul_pow, mul_pow, Real.sq_sqrt hlam.le, len_sq, len_sq]
    linarith
  exact (sq_le_sq₀ (mul_nonneg (Real.sqrt_nonneg _) (by positivity))
    (Real.sqrt_nonneg _)).mp h4
```

No smaller constant would serve every $A$, though for a given $A$ the charge vector can be much shorter than the bound. In the one-charge case with $s>0$, $\lambda=s^2$ and $b=2sc$, the fitted charge is $c$, and $|b|/(2s)=|c|$. Lean verifies the charge through the normal equation, without computing an inverse.

```lean
/-- For one charge and one sample point with coupling `s` and penalty `s ^ 2`, the
fitted charge is `c` when the target is `2 s c`, and the bound on its length is attained. -/
theorem len_bound_attained {s : ℝ} (hs : 0 < s) (c : ℝ) :
    fittedCharges !![s] ![2 * s * c] (s ^ 2) = ![c] ∧
    len (fittedCharges !![s] ![2 * s * c] (s ^ 2))
      = len ![2 * s * c] / (2 * √(s ^ 2)) := by
  have hq : fittedCharges !![s] ![2 * s * c] (s ^ 2) = ![c] := by
    refine ((normal_equation_iff _ _ (pow_pos hs 2) _).mp ?_).symm
    ext i
    fin_cases i
    simp [Matrix.mulVec, dotProduct]
    ring
  have hl : ∀ x : ℝ, len ![x] = |x| := by
    intro x
    simp [len, dotProduct, Real.sqrt_mul_self_eq_abs]
  refine ⟨hq, ?_⟩
  have h2 : 0 < 2 * s := by positivity
  rw [hq, Real.sqrt_sq hs.le, eq_div_iff h2.ne', hl, hl, abs_mul (2 * s) c,
    abs_of_pos h2]
  ring
```

## Raising the penalty

For $0<\lambda<\mu$, let $N_\lambda=\|q_\lambda\|^2$ and $R_\lambda=\|Aq_\lambda-b\|^2$, where $q_\lambda$ denotes the charges fitted at $\lambda$. Testing each minimiser in the other's functional gives

$$R_\lambda+\lambda N_\lambda\le R_\mu+\lambda N_\mu,\qquad R_\mu+\mu N_\mu\le R_\lambda+\mu N_\lambda.$$

Adding them yields $(\mu-\lambda)N_\mu\le(\mu-\lambda)N_\lambda$, so $N_\mu\le N_\lambda$. The first inequality then gives $R_\lambda\le R_\mu+\lambda(N_\mu-N_\lambda)\le R_\mu$. These are `hN` and `hR`; the case $\lambda=\mu$ is split off first. The statement concerns the length of the whole charge vector, so an individual charge may still grow in magnitude.

```lean
/-- Raising the penalty never lengthens the fitted charge vector and never reduces the
residual of the potential. -/
theorem fittedCharges_monotone (A : Matrix m n ℝ) (b : m → ℝ) {lam mu : ℝ}
    (hlam : 0 < lam) (hle : lam ≤ mu) :
    len (fittedCharges A b mu) ≤ len (fittedCharges A b lam) ∧
    len (A *ᵥ fittedCharges A b lam - b) ≤ len (A *ᵥ fittedCharges A b mu - b) := by
  rcases hle.eq_or_lt with rfl | hlt
  · exact ⟨le_rfl, le_rfl⟩
  have hmin : ∀ t : ℝ, 0 < t → ∀ p : n → ℝ,
      penalisedMisfit A b t (fittedCharges A b t) ≤ penalisedMisfit A b t p := by
    intro t ht p
    rw [penalisedMisfit_excess A b ht p]
    linarith [sq_nonneg (len (A *ᵥ (p - fittedCharges A b t))),
      mul_nonneg ht.le (sq_nonneg (len (p - fittedCharges A b t)))]
  -- test each minimiser in the functional of the other penalty
  have h1 := hmin lam hlam (fittedCharges A b mu)
  have h2 := hmin mu (hlam.trans hlt) (fittedCharges A b lam)
  unfold penalisedMisfit at h1 h2
  have hN : len (fittedCharges A b mu) ^ 2 ≤ len (fittedCharges A b lam) ^ 2 := by
    refine le_of_mul_le_mul_left ?_ (sub_pos.mpr hlt)
    linarith
  have hR : len (A *ᵥ fittedCharges A b lam - b) ^ 2
      ≤ len (A *ᵥ fittedCharges A b mu - b) ^ 2 := by
    linarith [mul_le_mul_of_nonneg_left hN hlam.le]
  exact ⟨(sq_le_sq₀ (Real.sqrt_nonneg _) (Real.sqrt_nonneg _)).mp hN,
    (sq_le_sq₀ (Real.sqrt_nonneg _) (Real.sqrt_nonneg _)).mp hR⟩

end

end RegularisedChargeFit
```

```lean
#print axioms RegularisedChargeFit.fittedCharges_unique_minimiser
#print axioms RegularisedChargeFit.len_fittedCharges_le
#print axioms RegularisedChargeFit.len_bound_attained
#print axioms RegularisedChargeFit.fittedCharges_monotone
```

```
'RegularisedChargeFit.fittedCharges_unique_minimiser' depends on axioms: [propext, Classical.choice, Quot.sound]
'RegularisedChargeFit.len_fittedCharges_le' depends on axioms: [propext, Classical.choice, Quot.sound]
'RegularisedChargeFit.len_bound_attained' depends on axioms: [propext, Classical.choice, Quot.sound]
'RegularisedChargeFit.fittedCharges_monotone' depends on axioms: [propext, Classical.choice, Quot.sound]
```
